# With a positive semidefinite quadratic interaction, the minimised Harris functional is a lower bound on the total energy

Let K be any set of vectors in ℝⁿ, the admissible densities. Let T be any real function of the density, v an external potential, and J a symmetric matrix with ⟨x, Jx⟩ ≥ 0 for all x, where ⟨x, y⟩ = Σᵢ xᵢyᵢ. Then every input density s ∈ ℝⁿ satisfies

inf over r ∈ K of [T(r) + ⟨v + Js, r⟩ − ½⟨s, Js⟩] ≤ inf over r ∈ K of [T(r) + ⟨v, r⟩ + ½⟨r, Jr⟩].

The two sides are equal if s lies in K and minimises the bracket on the left, that is, if s is self-consistent.

The bracket on the right is the total energy E(r). The one on the left is the Harris functional H_s(r), in which r moves in the frozen potential v + Js. Write U(x) = ½⟨x, Jx⟩ for the self-energy of x. The condition on J says that no charge distribution has negative electrostatic self-energy, which holds when Jᵢⱼ is the three-dimensional Coulomb integral between extended charge clouds i and j, the diagonal included. It fails for point charges with the self-terms Jᵢᵢ set to zero.

## An energy bracket from one self-consistency step

A self-consistent-field step takes an input density s, builds the potential v + Js, and finds the output density r that minimises the energy in that potential. If T is the non-interacting kinetic energy and K holds all densities of a fixed number of electrons, this minimum is a sum of occupied orbital energies, and subtracting U(s) gives the Harris energy. For the functional E above, with J positive semidefinite, that single step encloses the lowest total energy of the model:

H_s(r) ≤ inf E ≤ H_s(r) + U(r − s).

The width U(r − s) is quadratic in the density residual and can serve as an error bar on the energy.

The Harris functional of Kohn–Sham practice also expands exchange and correlation around s. The neglected remainder is then U(r − s) plus an exchange-correlation part, and this sum has no definite sign in general, so a Harris energy printed by a Kohn–Sham code may lie above the converged energy. The lower bound here is for a frozen Hartree-type term, with everything else kept exactly in T.

## Completing the square in the density difference

Since J is symmetric, ⟨r, Js⟩ = ⟨s, Jr⟩, and therefore

U(r − s) = ½⟨r, Jr⟩ − ⟨Js, r⟩ + ½⟨s, Js⟩.

Subtracting the two functionals, T(r) and ⟨v, r⟩ cancel:

E(r) − H_s(r) = ½⟨r, Jr⟩ − ⟨Js, r⟩ + ½⟨s, Js⟩ = U(r − s).

Positivity of J gives H_s(r) ≤ E(r) for every r, so inf H_s ≤ E(r) for every r ∈ K. Taking the infimum over r gives the bound.

If r ∈ K minimises H_s, then

inf E ≤ E(r) = H_s(r) + U(r − s) = inf H_s + U(r − s),

which is the upper end of the bracket. For r = s the last term is U(0) = 0, and the bound becomes an equality.

### A ground density is self-consistent when T and K are convex

Let r₀ ∈ K minimise E, take any r ∈ K, and set r_t = (1 − t)r₀ + t r with 0 < t ≤ 1. This point lies in K because K is convex. Then r_t − r₀ = t(r − r₀), and E(r₀) ≤ E(r_t) reads

H_{r₀}(r₀) ≤ H_{r₀}(r_t) + t² U(r − r₀).

Convexity of T gives H_{r₀}(r_t) ≤ (1 − t)H_{r₀}(r₀) + t H_{r₀}(r). Inserting this and dividing by t,

H_{r₀}(r₀) − H_{r₀}(r) ≤ t U(r − r₀).

Letting t → 0 shows that r₀ minimises its own Harris functional.

### The bound is tight exactly when Js = Jr₀

Keep the convex case with ground density r₀. If inf H_s = inf E, then

E(r₀) = inf H_s ≤ H_s(r₀) = E(r₀) − U(r₀ − s),

so U(r₀ − s) ≤ 0, and by positivity it is zero.

A vector x with ⟨x, Jx⟩ = 0 also has Jx = 0. To see this, put y = Jx, a = ⟨y, y⟩ and b = ⟨y, Jy⟩ ≥ 0, and test positivity on z = (b + 1)x − a y. Since ⟨x, Jy⟩ = ⟨y, Jx⟩ = a,

0 ≤ ⟨z, Jz⟩ = −2(b + 1)a² + a²b = −(b + 2)a².

Hence a = 0 and y = 0. With x = r₀ − s this gives Js = Jr₀.

Conversely, let Js = Jr₀. Then ⟨s, Js⟩ = ⟨s, Jr₀⟩ = ⟨r₀, Js⟩ = ⟨r₀, Jr₀⟩, so U(s) = U(r₀) and H_s = H_{r₀}. Equality follows because r₀ is self-consistent. The input therefore has to reproduce the ground-state interaction potential, and it may differ from r₀ by any vector that J sends to zero.

### Two admissible points can leave a gap for every input

Take n = 1, K = {1, −1}, T = 0, v = 0 and J = 1. Both points have E = ½. For an input number s, H_s(r) = sr − ½s², whose minimum over K is −|s| − ½s² ≤ 0. The gap is at least ½ whatever s is. The entries here are signed numbers, as for a density deviation. If K is enlarged to the interval [−1, 1], the minimum of E moves to r = 0, and the input s = 0 closes the gap.

## The Lean file

```lean
import Mathlib

open Matrix

namespace HarrisBound

noncomputable section

variable {n : Type*} [Fintype n]

/-- The classical self-energy `xᵀ J x / 2` of a density `x` with interaction matrix `J`. -/
def selfEnergy (J : Matrix n n ℝ) (x : n → ℝ) : ℝ := x ⬝ᵥ J *ᵥ x / 2

/-- The total energy of a density `r`: the functional `T`, the external potential `v`
and the self-energy. -/
def totalEnergy (T : (n → ℝ) → ℝ) (v : n → ℝ) (J : Matrix n n ℝ) (r : n → ℝ) : ℝ :=
  T r + v ⬝ᵥ r + selfEnergy J r

/-- The Harris functional: `r` moves in the frozen potential `v + J s` of an input density `s`,
and the self-energy of `s` is subtracted. -/
def harrisFunctional (T : (n → ℝ) → ℝ) (v : n → ℝ) (J : Matrix n n ℝ) (s r : n → ℝ) : ℝ :=
  T r + (v + J *ᵥ s) ⬝ᵥ r - selfEnergy J s

/-- The infimum of an energy over the admissible densities `K`, as an extended real number. -/
def infOn (K : Set (n → ℝ)) (f : (n → ℝ) → ℝ) : EReal := ⨅ r ∈ K, (f r : EReal)

variable {K : Set (n → ℝ)} {T : (n → ℝ) → ℝ} {v : n → ℝ} {J : Matrix n n ℝ}

omit [Fintype n] in
/-- If a density minimises an energy on `K`, the infimum is the energy of that density. -/
theorem infOn_eq_of_isMinOn {f : (n → ℝ) → ℝ} {r : n → ℝ} (hr : r ∈ K)
    (h : IsMinOn f K r) : infOn K f = (f r : EReal) :=
  le_antisymm (iInf₂_le r hr)
    (le_iInf₂ fun x hx => EReal.coe_le_coe_iff.2 (isMinOn_iff.1 h x hx))

/-- The mutual interaction energy of two densities is symmetric. -/
theorem interaction_symm (hJ : J.IsSymm) (x y : n → ℝ) :
    x ⬝ᵥ J *ᵥ y = y ⬝ᵥ J *ᵥ x := by
  rw [Matrix.dotProduct_mulVec, ← Matrix.mulVec_transpose, hJ.eq, dotProduct_comm]

/-- The total energy is the Harris functional plus the self-energy of the density
difference `r - s`. -/
theorem totalEnergy_eq_harris_add (hJ : J.IsSymm) (s r : n → ℝ) :
    totalEnergy T v J r = harrisFunctional T v J s r + selfEnergy J (r - s) := by
  have h := interaction_symm hJ r s
  simp only [totalEnergy, harrisFunctional, selfEnergy, Matrix.mulVec_sub, sub_dotProduct,
    dotProduct_sub, add_dotProduct]
  rw [dotProduct_comm (J *ᵥ s) r]
  linarith

/-- If `r` minimises the Harris functional of the input `s`, the infimum of the total energy
exceeds the Harris value by at most the self-energy of `r - s`. -/
theorem infOn_totalEnergy_le (hJ : J.IsSymm) {s r : n → ℝ} (hr : r ∈ K)
    (hmin : IsMinOn (harrisFunctional T v J s) K r) :
    infOn K (totalEnergy T v J) ≤
      infOn K (harrisFunctional T v J s) + (selfEnergy J (r - s) : EReal) := by
  rw [infOn_eq_of_isMinOn hr hmin, ← EReal.coe_add, ← totalEnergy_eq_harris_add hJ s r]
  exact iInf₂_le r hr

/-- Harris bound: for every input density `s` the Harris value is at most the infimum of the
total energy, with equality if `s` lies in `K` and minimises its own Harris functional. -/
theorem harris_bound (hJ : J.IsSymm) (hpos : ∀ x, 0 ≤ x ⬝ᵥ J *ᵥ x) (s : n → ℝ) :
    infOn K (harrisFunctional T v J s) ≤ infOn K (totalEnergy T v J) ∧
    (s ∈ K → IsMinOn (harrisFunctional T v J s) K s →
      infOn K (harrisFunctional T v J s) = infOn K (totalEnergy T v J)) := by
  have hle : infOn K (harrisFunctional T v J s) ≤ infOn K (totalEnergy T v J) := by
    refine le_iInf₂ fun r hr => (iInf₂_le r hr).trans (EReal.coe_le_coe_iff.2 ?_)
    -- the neglected self-energy of `r - s` is nonnegative
    have h := hpos (r - s)
    rw [totalEnergy_eq_harris_add hJ s r]
    unfold selfEnergy
    linarith
  refine ⟨hle, fun hs hmin => le_antisymm hle ?_⟩
  have h := infOn_totalEnergy_le hJ hs hmin
  have hz : selfEnergy J (s - s) = 0 := by simp [selfEnergy]
  rwa [hz, EReal.coe_zero, add_zero] at h

/-- A density difference whose self-energy is not positive produces no potential. -/
theorem potential_eq_zero (hJ : J.IsSymm) (hpos : ∀ x, 0 ≤ x ⬝ᵥ J *ᵥ x) {x : n → ℝ}
    (hx : selfEnergy J x ≤ 0) : J *ᵥ x = 0 := by
  have hx0 : x ⬝ᵥ J *ᵥ x = 0 := by
    have h := hpos x
    unfold selfEnergy at hx
    linarith
  obtain ⟨y, hy⟩ : ∃ y, y = J *ᵥ x := ⟨_, rfl⟩
  have hyx : y ⬝ᵥ J *ᵥ x = y ⬝ᵥ y := by rw [← hy]
  have hxy : x ⬝ᵥ J *ᵥ y = y ⬝ᵥ y := by rw [interaction_symm hJ, hyx]
  have hb := hpos y
  -- test positivity on a combination of `x` and its own potential `y`
  have h := hpos ((y ⬝ᵥ J *ᵥ y + 1) • x - (y ⬝ᵥ y) • y)
  simp only [Matrix.mulVec_sub, Matrix.mulVec_smul, sub_dotProduct, dotProduct_sub,
    smul_dotProduct, dotProduct_smul, smul_eq_mul, hx0, hyx, hxy] at h
  have ha : y ⬝ᵥ y = 0 := by
    have h2 := mul_nonneg hb (sq_nonneg (y ⬝ᵥ y))
    have h3 : (y ⬝ᵥ y) ^ 2 = 0 := le_antisymm (by nlinarith) (sq_nonneg _)
    exact pow_eq_zero_iff (two_ne_zero) |>.1 h3
  rw [← hy]
  exact dotProduct_self_eq_zero.1 ha

/-- For convex `T` on a convex set of densities, a minimiser of the total energy also minimises
the Harris functional built from itself. -/
theorem ground_selfConsistent (hJ : J.IsSymm) (hpos : ∀ x, 0 ≤ x ⬝ᵥ J *ᵥ x)
    (hT : ConvexOn ℝ K T) {r₀ : n → ℝ} (hr₀ : r₀ ∈ K)
    (hmin : IsMinOn (totalEnergy T v J) K r₀) :
    IsMinOn (harrisFunctional T v J r₀) K r₀ := by
  have fin : ∀ d Q : ℝ, 0 < d → 0 ≤ Q → (∀ t, 0 < t → t ≤ 1 → d ≤ t * Q) → False := by
    intro d Q hd hQ h
    have hs : 0 < d + Q := by linarith
    have h1 := h (d / (d + Q)) (div_pos hd hs) ((div_le_one hs).2 (by linarith))
    rw [div_mul_eq_mul_div, le_div_iff₀ hs] at h1
    nlinarith [mul_pos hd hd]
  rw [isMinOn_iff]
  intro r hr
  by_contra hlt
  have hQ : 0 ≤ selfEnergy J (r - r₀) := div_nonneg (hpos _) (by norm_num)
  refine fin _ _ (sub_pos.2 (not_le.1 hlt)) hQ fun t ht ht1 => ?_
  -- move a fraction `t` of the way from `r₀` to `r`; the self-energy is of order `t ^ 2`
  have hmem := hT.1 hr₀ hr (sub_nonneg.2 ht1) ht.le (by ring)
  have hconv := hT.2 hr₀ hr (sub_nonneg.2 ht1) ht.le (by ring)
  have hE := isMinOn_iff.1 hmin _ hmem
  have hd : (1 - t) • r₀ + t • r - r₀ = t • (r - r₀) := by module
  have hq : selfEnergy J (t • (r - r₀)) = t ^ 2 * selfEnergy J (r - r₀) := by
    simp only [selfEnergy, Matrix.mulVec_smul, smul_dotProduct, dotProduct_smul, smul_eq_mul]
    ring
  have hz : selfEnergy J (r₀ - r₀) = 0 := by simp [selfEnergy]
  rw [totalEnergy_eq_harris_add hJ r₀ r₀,
    totalEnergy_eq_harris_add hJ r₀ ((1 - t) • r₀ + t • r), hd, hq, hz] at hE
  simp only [harrisFunctional, dotProduct_add, dotProduct_smul, smul_eq_mul] at hE hconv ⊢
  refine le_of_mul_le_mul_left ?_ ht
  nlinarith [hE, hconv]

/-- In the convex case with a minimising density `r₀`, the Harris bound is an equality exactly
for the inputs `s` that produce the same interaction potential as `r₀`. -/
theorem harris_eq_iff (hJ : J.IsSymm) (hpos : ∀ x, 0 ≤ x ⬝ᵥ J *ᵥ x)
    (hT : ConvexOn ℝ K T) {r₀ : n → ℝ} (hr₀ : r₀ ∈ K)
    (hmin : IsMinOn (totalEnergy T v J) K r₀) (s : n → ℝ) :
    infOn K (harrisFunctional T v J s) = infOn K (totalEnergy T v J) ↔
      J *ᵥ s = J *ᵥ r₀ := by
  constructor
  · intro h
    have h1 : infOn K (harrisFunctional T v J s) ≤ (harrisFunctional T v J s r₀ : EReal) :=
      iInf₂_le r₀ hr₀
    rw [h, infOn_eq_of_isMinOn hr₀ hmin, EReal.coe_le_coe_iff,
      totalEnergy_eq_harris_add hJ s r₀] at h1
    have h2 := potential_eq_zero hJ hpos (x := r₀ - s) (by linarith)
    rw [Matrix.mulVec_sub, sub_eq_zero] at h2
    exact h2.symm
  · intro h
    -- equal potentials give the same Harris functional
    have hs : selfEnergy J s = selfEnergy J r₀ := by
      unfold selfEnergy
      rw [h, interaction_symm hJ s r₀, h]
    have hf : harrisFunctional T v J s = harrisFunctional T v J r₀ := by
      funext r
      simp only [harrisFunctional, h, hs]
    rw [hf]
    exact (harris_bound hJ hpos r₀).2 hr₀ (ground_selfConsistent hJ hpos hT hr₀ hmin)

/-- On the two-point set `{1, -1}` with `T = 0`, `v = 0` and `J = 1`, the Harris value lies
strictly below the infimum of the total energy for every input density. -/
theorem harris_gap_nonconvex (s : Fin 1 → ℝ) :
    infOn {fun _ => 1, fun _ => -1} (harrisFunctional (fun _ => 0) 0 1 s) <
      infOn {fun _ => 1, fun _ => -1} (totalEnergy (fun _ : Fin 1 → ℝ => 0) 0 1) := by
  have h1 : infOn {fun _ => 1, fun _ => -1} (harrisFunctional (fun _ => 0) 0 1 s) ≤
      ((0 : ℝ) : EReal) := by
    -- choose the point whose sign is opposite to that of `s`
    rcases le_total 0 (s 0) with h | h
    · refine (iInf₂_le (fun _ => -1) (by simp)).trans (EReal.coe_le_coe_iff.2 ?_)
      simp only [harrisFunctional, selfEnergy, Matrix.one_mulVec, dotProduct,
        Fin.sum_univ_one, Pi.add_apply, Pi.zero_apply]
      nlinarith [mul_self_nonneg (s 0)]
    · refine (iInf₂_le (fun _ => 1) (by simp)).trans (EReal.coe_le_coe_iff.2 ?_)
      simp only [harrisFunctional, selfEnergy, Matrix.one_mulVec, dotProduct,
        Fin.sum_univ_one, Pi.add_apply, Pi.zero_apply]
      nlinarith [mul_self_nonneg (s 0)]
  have h2 : ((1 / 2 : ℝ) : EReal) ≤
      infOn {fun _ => 1, fun _ => -1} (totalEnergy (fun _ : Fin 1 → ℝ => 0) 0 1) := by
    refine le_iInf₂ fun r hr => EReal.coe_le_coe_iff.2 ?_
    rcases hr with rfl | rfl <;> norm_num [totalEnergy, selfEnergy, dotProduct]
  exact h1.trans_lt ((EReal.coe_lt_coe_iff.2 (by norm_num)).trans_le h2)

end

end HarrisBound
```

```lean
#print axioms HarrisBound.harris_bound
#print axioms HarrisBound.harris_eq_iff
#print axioms HarrisBound.harris_gap_nonconvex
```

```
'HarrisBound.harris_bound' depends on axioms: [propext, Classical.choice, Quot.sound]
'HarrisBound.harris_eq_iff' depends on axioms: [propext, Classical.choice, Quot.sound]
'HarrisBound.harris_gap_nonconvex' depends on axioms: [propext, Classical.choice, Quot.sound]
```

## How the Lean statements encode the energies

The finite type `n` labels sites or basis functions, and a density is a function `n → ℝ`. The product `⬝ᵥ` is the sum ⟨x, y⟩, and `J *ᵥ s` is the potential Js. `selfEnergy`, `totalEnergy` and `harrisFunctional` are U, E and H_s, with the factor ½ and the subtracted constant included.

`infOn K f` is the infimum of f over K in the extended reals. An energy unbounded below has infimum −∞, and an empty K gives +∞ on both sides, so `harris_bound` needs no assumption that a minimum exists.

In `harris_bound`, `hJ` is the symmetry of J and `hpos` its positivity. The input `s` is arbitrary in the first half of the conclusion: it need not be normalised or belong to K. The second half adds `s ∈ K` and `IsMinOn (harrisFunctional T v J s) K s`. Membership is listed separately because `IsMinOn` only says that no point of K has a lower value.

`infOn_totalEnergy_le` is the upper end of the bracket and needs symmetry but not positivity. `ground_selfConsistent` and `harris_eq_iff` add `ConvexOn ℝ K T`, which contains the convexity of K as well as that of T, and they assume a minimiser `r₀` of the total energy.

## How the proof follows the algebra

`totalEnergy_eq_harris_add` is the completed square. Its `simp only` step expands the products, `interaction_symm` identifies the two cross terms, and `linarith` collects the rest.

In `harris_bound`, `le_iInf₂` reduces the inequality between infima to one density r, and `iInf₂_le` bounds the Harris infimum by its value at that r. The identity and `hpos (r - s)` finish the comparison. For equality, `infOn_totalEnergy_le` is applied with output equal to input, and `hz` removes the zero self-energy.

`potential_eq_zero` is the argument with the test vector z. In `ground_selfConsistent`, the auxiliary statement `fin` replaces the limit t → 0. If d = H_{r₀}(r₀) − H_{r₀}(r) were positive and Q = U(r − r₀), the choice t = d/(d + Q) in d ≤ tQ would give d² ≤ 0. The facts `hmem`, `hconv` and `hE` are the membership of r_t in K, the convexity inequality for T and the minimality of r₀.

`harris_eq_iff` joins these results in the two directions derived above. `harris_gap_nonconvex` picks the point of K whose sign is opposite to that of s, which puts the Harris infimum at or below 0, and then checks that the total energy is at least ½ at both points.

## Exact minimisation, a positive kernel and real arithmetic

The theorems concern exact real numbers and finitely many density components. Three conditions matter when the bracket is used in a program.

- **The output must be a global minimiser of H_s over K.** The value of H_s at an unconverged density can lie above inf H_s, and it is then no certified lower bound.
- **The theorem assumes that J is positive semidefinite as implemented.** A truncated or fitted interaction with a negative eigenvalue is not covered. The identity E(r) − H_s(r) = U(r − s) survives for any symmetric J, so the lower bound still holds for an input s with U(r − s) ≥ 0 for every r ∈ K.
- **Rounding error is not included.** Near convergence U(r − s) can fall below the accuracy to which the energies are evaluated.

The file does not construct T from orbitals or establish its convexity for a particular electronic model. It also says nothing about whether repeated self-consistency steps converge; the bracket holds at each step separately.
